# If the On-Top Value Falls with Coupling, the Averaged Kimball Slope Is Less Than Half the Averaged On-Top Value

## Two electrons close together along the adiabatic connection

Scale the electron repulsion to $s/u$, where $u$ is the separation in atomic units and $s$ runs from 0 (non-interacting) to 1 (physical), with the density held fixed. Let $g(s,u)$ be the spherically averaged pair function. When two electrons meet, the singular repulsion puts a cusp in the wavefunction, and Kimball's relation gives the slope of the pair function there as $s\,g(s,0)$. At full coupling the slope therefore equals the on-top value $g(s,0)$.

The exchange-correlation energy involves the hole averaged over $s$. Does the average inherit the full-coupling relation? It does not if the on-top value is positive: the slope $s\,g(s,0)$ is smaller than $g(s,0)$ for every $s<1$, so the averaged slope is smaller than the averaged on-top value. If the on-top value also decreases strictly with $s$, the averaged slope is less than half the averaged on-top value, which is the result proved here. For models of the averaged hole in density functional theory, this means that imposing the full-coupling cusp is inconsistent with these assumptions.

## The assumptions and the claim

Write $h(s)=g(s,0)$ and

$$G(u)=\int_0^1 g(s,u)\,ds,\qquad M=\int_0^1 s\,h(s)\,ds .$$

In Lean, $G$ is `couplingAverage g` and $M$ is `meanSlope` applied to $h$. The hypotheses on $g$ are these:

- For each $u\in[0,1]$, $g(s,u)$ is continuous in $s$ on $[0,1]$ (`hc`).
- `KimballCusp g`: some constant $C$ satisfies $|g(s,u)-h(s)(1+su)|\le Cu^2$ for all $s,u\in[0,1]$. This stands for the short-range effect of the Coulomb singularity, with a remainder controlled uniformly in the coupling.
- $h$ is positive on $[0,1]$ (`hpos`), so opposite-spin electrons do meet. A fully spin-polarised system, where $h=0$, is excluded.
- $h$ is strictly decreasing there (`StrictAntiOn`), which expresses that stronger repulsion makes coalescence less likely.

All four are assumed; none is derived from a Schrödinger equation, and the fixed density does not appear in the code.

The theorem `averaged_cusp_bounds` says that $G$ has a right derivative $m$ at $u=0$, with $0<m<\tfrac12G(0)$. The one-sidedness is expressed by `Ici 0`, the set $u\ge0$. The theorem `averaged_violates_cusp` adds that this derivative is not $c\,G(0)$ for any $c\ge\tfrac12$; the case $c=1$ is the full-coupling relation.

## The slope of the average

Integrating the Kimball bound over $s$ gives, for $0\le u\le1$,

$$|G(u)-G(0)-uM|\le\int_0^1|g(s,u)-h(s)-u\,s\,h(s)|\,ds\le Cu^2 .$$

Dividing by $u>0$ and letting $u\to0$ gives $G'(0^+)=M$. Since $s\,h(s)>0$ for $0<s\le1$, $M$ is positive.

## Why the factor is below one half

Because $\int_0^1(\tfrac12-s)\,ds=0$, a constant may be subtracted from $h$ in

$$\tfrac12\int_0^1h\,ds-M=\int_0^1(\tfrac12-s)\,h(s)\,ds
=\int_0^1(\tfrac12-s)\,\bigl(h(s)-h(\tfrac12)\bigr)\,ds .$$

For $s<\tfrac12$ both factors are positive; for $s>\tfrac12$ both are negative. The integrand is positive except at $s=\tfrac12$, so $M<\tfrac12\int_0^1h\,ds=\tfrac12G(0)$. If $c\ge\tfrac12$, then $c\,G(0)\ge\tfrac12G(0)>M$, which rules out the cusp relation with coupling $c$.

No smaller constant serves for all such profiles $h$. Given $0\le c<\tfrac12$, put $a=\tfrac12-c$ and $h(s)=1-as$. Then $\int_0^1h\,ds=1-\tfrac a2$ and $M=\tfrac12-\tfrac a3$, so

$$M-c\int_0^1h\,ds=\tfrac12-\tfrac a3-c+\tfrac{ca}2=\tfrac{2a}3+\tfrac{ca}2>0 .$$

## Numbers for a model pair function

Take $g(s,u)=(2-s)(1+su/2)^2$, a test function rather than the pair function of a particular system. Its on-top value is $h(s)=2-s$, and the remainder in Kimball's relation is $(2-s)s^2u^2/4\le u^2$. The averages are

$$G(0)=\int_0^1(2-s)\,ds=\tfrac32,\qquad M=\int_0^1(2s-s^2)\,ds=\tfrac23 .$$

The slope $\tfrac23$ lies below $\tfrac12G(0)=\tfrac34$, and far below the value $\tfrac32$ that the full-coupling relation would require. The gap $\tfrac34-\tfrac23=\tfrac1{12}$ agrees with the identity above, whose right-hand side is here $\int_0^1(\tfrac12-s)^2ds=\tfrac1{12}$.

## The Lean file

```lean
import Mathlib

open Set MeasureTheory

namespace CouplingAveragedCusp

noncomputable section

/-- The coupling average of a pair function `g s u`, at separation `u`, over couplings `s`
from 0 to 1. -/
def couplingAverage (g : ℝ → ℝ → ℝ) (u : ℝ) : ℝ := ∫ s in (0:ℝ)..1, g s u

/-- The coupling average of the cusp slope `s * h s`, where `h s` is the on-top value at
coupling `s`. -/
def meanSlope (h : ℝ → ℝ) : ℝ := ∫ s in (0:ℝ)..1, s * h s

/-- Kimball's cusp relation in atomic units: at short range `g s u` is `g s 0 * (1 + s * u)`
up to an error quadratic in `u`, uniformly in the coupling `s`. -/
def KimballCusp (g : ℝ → ℝ → ℝ) : Prop :=
  ∃ C : ℝ, ∀ s ∈ Icc (0:ℝ) 1, ∀ u ∈ Icc (0:ℝ) 1,
    |g s u - g s 0 * (1 + s * u)| ≤ C * u ^ 2

/-- Half the averaged on-top value minus the averaged slope equals an integral that correlates
the coupling with the on-top value, both measured from half coupling. -/
theorem slope_deficit (h : ℝ → ℝ) (hh : ContinuousOn h (Icc 0 1)) :
    (1 / 2) * (∫ s in (0:ℝ)..1, h s) - meanSlope h
      = ∫ s in (0:ℝ)..1, (1 / 2 - s) * (h s - h (1 / 2)) := by
  have i0 : IntervalIntegrable (fun _ : ℝ => (1 / 2 : ℝ)) volume 0 1 :=
    continuous_const.intervalIntegrable 0 1
  have i1 : IntervalIntegrable (fun s : ℝ => s) volume 0 1 :=
    continuous_id.intervalIntegrable 0 1
  have ih : IntervalIntegrable h volume 0 1 := hh.intervalIntegrable_of_Icc zero_le_one
  have ihalf : IntervalIntegrable (fun s => (1 / 2) * h s) volume 0 1 := ih.const_mul _
  have cs : ContinuousOn (fun s => s * h s) (Icc 0 1) := continuousOn_id.mul hh
  have is : IntervalIntegrable (fun s => s * h s) volume 0 1 :=
    cs.intervalIntegrable_of_Icc zero_le_one
  have id1 : IntervalIntegrable (fun s => (1 / 2) * h s - s * h s) volume 0 1 := ihalf.sub is
  have i2 : IntervalIntegrable (fun s : ℝ => 1 / 2 - s) volume 0 1 := i0.sub i1
  have i3 : IntervalIntegrable (fun s : ℝ => (1 / 2 - s) * h (1 / 2)) volume 0 1 :=
    i2.mul_const _
  -- the coupling measured from 1/2 averages to zero
  have hz : ∫ s in (0:ℝ)..1, (1 / 2 - s) = 0 := by
    rw [intervalIntegral.integral_sub i0 i1, intervalIntegral.integral_const, integral_id]
    simp only [smul_eq_mul]
    ring
  have e : (fun s : ℝ => (1 / 2 - s) * (h s - h (1 / 2)))
      = fun s => ((1 / 2) * h s - s * h s) - (1 / 2 - s) * h (1 / 2) := by
    funext s
    ring
  rw [e, intervalIntegral.integral_sub id1 i3, intervalIntegral.integral_sub ihalf is,
    intervalIntegral.integral_const_mul, intervalIntegral.integral_mul_const, hz, meanSlope]
  ring

/-- If the on-top value is continuous and strictly decreasing in the coupling, the averaged
cusp slope is strictly less than half the averaged on-top value. -/
theorem meanSlope_lt_half (h : ℝ → ℝ) (hh : ContinuousOn h (Icc 0 1))
    (hanti : StrictAntiOn h (Icc 0 1)) :
    meanSlope h < (1 / 2) * ∫ s in (0:ℝ)..1, h s := by
  have hm : (1 / 2 : ℝ) ∈ Icc (0:ℝ) 1 := by constructor <;> norm_num
  have h0 : (0 : ℝ) ∈ Icc (0:ℝ) 1 := by constructor <;> norm_num
  have hc : ContinuousOn (fun s => (1 / 2 - s) * (h s - h (1 / 2))) (Icc 0 1) :=
    (continuousOn_const.sub continuousOn_id).mul (hh.sub continuousOn_const)
  have hpos : 0 < ∫ s in (0:ℝ)..1, (1 / 2 - s) * (h s - h (1 / 2)) := by
    refine intervalIntegral.integral_pos zero_lt_one hc ?_ ⟨0, h0, ?_⟩
    · -- both factors change sign together at half coupling
      intro s hs
      have hs' : s ∈ Icc (0:ℝ) 1 := ⟨hs.1.le, hs.2⟩
      rcases le_total s (1 / 2) with hle | hle
      · have := hanti.antitoneOn hs' hm hle
        exact mul_nonneg (sub_nonneg.2 hle) (sub_nonneg.2 this)
      · have := hanti.antitoneOn hm hs' hle
        nlinarith [mul_nonneg (sub_nonneg.2 hle) (sub_nonneg.2 this)]
    · have := hanti h0 hm (by norm_num)
      exact mul_pos (by norm_num) (sub_pos.2 this)
  have := slope_deficit h hh
  linarith

/-- If a pair function is continuous in the coupling and satisfies `KimballCusp`, its coupling
average has a one-sided slope at coalescence, equal to the coupling average of the Kimball slopes.
-/
theorem couplingAverage_slope (g : ℝ → ℝ → ℝ)
    (hc : ∀ u ∈ Icc (0:ℝ) 1, ContinuousOn (fun s => g s u) (Icc 0 1))
    (hK : KimballCusp g) :
    HasDerivWithinAt (couplingAverage g) (meanSlope fun s => g s 0) (Ici 0) 0 := by
  obtain ⟨C, hC⟩ := hK
  have c0 := hc 0 ⟨le_refl _, zero_le_one⟩
  -- integrating the short-range expansion over the coupling
  have key : ∀ u ∈ Icc (0:ℝ) 1, |couplingAverage g u - couplingAverage g 0
      - u * meanSlope (fun s => g s 0)| ≤ C * u ^ 2 := by
    intro u hu
    have i1 : IntervalIntegrable (fun s => g s u) volume 0 1 :=
      (hc u hu).intervalIntegrable_of_Icc zero_le_one
    have i2 : IntervalIntegrable (fun s => g s 0) volume 0 1 :=
      c0.intervalIntegrable_of_Icc zero_le_one
    have cs : ContinuousOn (fun s => s * g s 0) (Icc 0 1) := continuousOn_id.mul c0
    have i3 : IntervalIntegrable (fun s => u * (s * g s 0)) volume 0 1 :=
      (cs.intervalIntegrable_of_Icc zero_le_one).const_mul u
    have i12 : IntervalIntegrable (fun s => g s u - g s 0) volume 0 1 := i1.sub i2
    have e : ∫ s in (0:ℝ)..1, (g s u - g s 0 - u * (s * g s 0))
        = couplingAverage g u - couplingAverage g 0 - u * meanSlope (fun s => g s 0) := by
      rw [intervalIntegral.integral_sub i12 i3, intervalIntegral.integral_sub i1 i2,
        intervalIntegral.integral_const_mul]
      rfl
    have hb : ∀ s ∈ uIoc (0:ℝ) 1, ‖g s u - g s 0 - u * (s * g s 0)‖ ≤ C * u ^ 2 := by
      intro s hs
      rw [uIoc_of_le zero_le_one] at hs
      have h1 := hC s ⟨hs.1.le, hs.2⟩ u hu
      have h2 : g s u - g s 0 - u * (s * g s 0) = g s u - g s 0 * (1 + s * u) := by ring
      rw [h2, Real.norm_eq_abs]
      exact h1
    have h3 := intervalIntegral.norm_integral_le_of_norm_le_const hb
    rw [e, Real.norm_eq_abs] at h3
    simpa using h3
  -- a quadratic remainder is negligible against the separation
  rw [hasDerivWithinAt_iff_isLittleO, Asymptotics.isLittleO_iff]
  intro c hcpos
  have hp : 0 < |C| + 1 := by positivity
  have hd : 0 < c / (|C| + 1) := div_pos hcpos hp
  filter_upwards [self_mem_nhdsWithin,
    mem_nhdsWithin_of_mem_nhds (Iio_mem_nhds (zero_lt_one : (0:ℝ) < 1)),
    mem_nhdsWithin_of_mem_nhds (Iio_mem_nhds hd)] with u hu hu1 hu2
  have hu0 : 0 ≤ u := hu
  have h1 := key u ⟨hu0, le_of_lt hu1⟩
  have h2 : u * (|C| + 1) < c := (lt_div_iff₀ hp).1 hu2
  have h3 : 0 ≤ |C| + 1 - C := by linarith [le_abs_self C]
  simp only [sub_zero, smul_eq_mul, Real.norm_eq_abs]
  rw [abs_of_nonneg hu0]
  nlinarith [mul_nonneg hu0 (sub_nonneg.2 h2.le), mul_nonneg (sq_nonneg u) h3]

/-- For a pair function that is continuous in the coupling, satisfies `KimballCusp` (a remainder
bound uniform in the coupling) and has a positive on-top value that strictly decreases with
coupling, the averaged pair function has a positive slope at coalescence, strictly less than half
its on-top value. -/
theorem averaged_cusp_bounds (g : ℝ → ℝ → ℝ)
    (hc : ∀ u ∈ Icc (0:ℝ) 1, ContinuousOn (fun s => g s u) (Icc 0 1))
    (hK : KimballCusp g) (hpos : ∀ s ∈ Icc (0:ℝ) 1, 0 < g s 0)
    (hanti : StrictAntiOn (fun s => g s 0) (Icc 0 1)) :
    ∃ m : ℝ, HasDerivWithinAt (couplingAverage g) m (Ici 0) 0 ∧
      0 < m ∧ m < (1 / 2) * couplingAverage g 0 := by
  have c0 := hc 0 ⟨le_refl _, zero_le_one⟩
  have cs : ContinuousOn (fun s => s * g s 0) (Icc 0 1) := continuousOn_id.mul c0
  refine ⟨_, couplingAverage_slope g hc hK, ?_, meanSlope_lt_half _ c0 hanti⟩
  have h1 : (1:ℝ) ∈ Icc (0:ℝ) 1 := ⟨zero_le_one, le_refl _⟩
  exact intervalIntegral.integral_pos zero_lt_one cs
    (fun s hs => mul_nonneg hs.1.le (hpos s ⟨hs.1.le, hs.2⟩).le)
    ⟨1, h1, mul_pos zero_lt_one (hpos 1 h1)⟩

/-- Under the hypotheses of `averaged_cusp_bounds` the averaged pair function does not obey a cusp
relation "slope = `c` times on-top value" for any coupling `c` of one half or more. -/
theorem averaged_violates_cusp (g : ℝ → ℝ → ℝ)
    (hc : ∀ u ∈ Icc (0:ℝ) 1, ContinuousOn (fun s => g s u) (Icc 0 1))
    (hK : KimballCusp g) (hpos : ∀ s ∈ Icc (0:ℝ) 1, 0 < g s 0)
    (hanti : StrictAntiOn (fun s => g s 0) (Icc 0 1)) (c : ℝ) (hhalf : 1 / 2 ≤ c) :
    ¬ HasDerivWithinAt (couplingAverage g) (c * couplingAverage g 0) (Ici 0) 0 := by
  intro hd
  obtain ⟨m, hm, hm0, hm1⟩ := averaged_cusp_bounds g hc hK hpos hanti
  -- one-sided slopes are unique
  have e := UniqueDiffWithinAt.eq_deriv _ (uniqueDiffWithinAt_Ici (0:ℝ)) hm hd
  have ha : 0 ≤ couplingAverage g 0 := by linarith
  nlinarith [mul_nonneg (sub_nonneg.2 hhalf) ha]

/-- The factor one half is optimal: for each smaller nonnegative `c` some continuous, positive,
strictly decreasing on-top value has averaged slope above `c` times its average. -/
theorem half_is_sharp (c : ℝ) (hc0 : 0 ≤ c) (hc : c < 1 / 2) :
    ∃ h : ℝ → ℝ, ContinuousOn h (Icc 0 1) ∧ (∀ s ∈ Icc (0:ℝ) 1, 0 < h s) ∧
      StrictAntiOn h (Icc 0 1) ∧ c * (∫ s in (0:ℝ)..1, h s) < meanSlope h := by
  obtain ⟨a, ha⟩ : ∃ a : ℝ, a = 1 / 2 - c := ⟨_, rfl⟩
  have ha0 : 0 < a := by linarith
  have i0 : IntervalIntegrable (fun _ : ℝ => (1 : ℝ)) volume 0 1 :=
    continuous_const.intervalIntegrable 0 1
  have i1 : IntervalIntegrable (fun s : ℝ => s) volume 0 1 :=
    continuous_id.intervalIntegrable 0 1
  have i2 : IntervalIntegrable (fun s : ℝ => a * s) volume 0 1 := i1.const_mul a
  have i3 : IntervalIntegrable (fun s : ℝ => a * s ^ 2) volume 0 1 :=
    Continuous.intervalIntegrable (by fun_prop) 0 1
  have h1 : ∫ s in (0:ℝ)..1, (1 - a * s) = 1 - a / 2 := by
    rw [intervalIntegral.integral_sub i0 i2, intervalIntegral.integral_const,
      intervalIntegral.integral_const_mul, integral_id]
    simp only [smul_eq_mul]
    ring
  have h2 : ∫ s in (0:ℝ)..1, s * (1 - a * s) = 1 / 2 - a / 3 := by
    have e : (fun s : ℝ => s * (1 - a * s)) = fun s => s - a * s ^ 2 := by
      funext s
      ring
    rw [e, intervalIntegral.integral_sub i1 i3, intervalIntegral.integral_const_mul,
      integral_id, integral_pow]
    push_cast
    ring
  -- a strictly decreasing linear profile with slope `-a` does the job
  refine ⟨fun s => 1 - a * s, Continuous.continuousOn (by fun_prop), ?_, ?_, ?_⟩
  · intro s hs
    show 0 < 1 - a * s
    nlinarith [mul_nonneg ha0.le (sub_nonneg.2 hs.2)]
  · intro x _ y _ hxy
    show 1 - a * y < 1 - a * x
    nlinarith [mul_pos ha0 (sub_pos.2 hxy)]
  · show c * (∫ s in (0:ℝ)..1, (1 - a * s)) < ∫ s in (0:ℝ)..1, s * (1 - a * s)
    rw [h1, h2]
    nlinarith [mul_nonneg hc0 ha0.le]

/-- A model pair function with on-top value `2 - s` at coupling `s`. -/
def modelPair (s u : ℝ) : ℝ := (2 - s) * (1 + s * u / 2) ^ 2

/-- The model pair function is continuous in the coupling, has Kimball's cusp, and has a positive,
strictly decreasing on-top value. -/
theorem modelPair_witness :
    (∀ u ∈ Icc (0:ℝ) 1, ContinuousOn (fun s => modelPair s u) (Icc 0 1)) ∧
      KimballCusp modelPair ∧ (∀ s ∈ Icc (0:ℝ) 1, 0 < modelPair s 0) ∧
      StrictAntiOn (fun s => modelPair s 0) (Icc 0 1) := by
  have h0 : ∀ s, modelPair s 0 = 2 - s := by
    intro s
    unfold modelPair
    ring
  refine ⟨?_, ⟨1, ?_⟩, ?_, ?_⟩
  · intro u _
    unfold modelPair
    exact Continuous.continuousOn (by fun_prop)
  · intro s hs u _
    have e : modelPair s u - modelPair s 0 * (1 + s * u) = (2 - s) * s ^ 2 / 4 * u ^ 2 := by
      unfold modelPair
      ring
    have hs2 : s ^ 2 ≤ 1 := pow_le_one₀ hs.1 hs.2
    have hn : 0 ≤ 2 - s := by linarith [hs.2]
    have hle : (2 - s) * s ^ 2 / 4 ≤ 1 := by
      nlinarith [mul_nonneg hn (sub_nonneg.2 hs2), hs.1]
    rw [e, abs_of_nonneg (by positivity)]
    exact mul_le_mul_of_nonneg_right hle (sq_nonneg u)
  · intro s hs
    rw [h0]
    linarith [hs.2]
  · intro x _ y _ hxy
    show modelPair y 0 < modelPair x 0
    rw [h0, h0]
    linarith

end

end CouplingAveragedCusp
```

```lean
#print axioms CouplingAveragedCusp.meanSlope_lt_half
#print axioms CouplingAveragedCusp.averaged_violates_cusp
#print axioms CouplingAveragedCusp.half_is_sharp
```

```
'CouplingAveragedCusp.meanSlope_lt_half' depends on axioms: [propext, Classical.choice, Quot.sound]
'CouplingAveragedCusp.averaged_violates_cusp' depends on axioms: [propext, Classical.choice, Quot.sound]
'CouplingAveragedCusp.half_is_sharp' depends on axioms: [propext, Classical.choice, Quot.sound]
```

## How the lemmas follow the derivation

`slope_deficit` is the identity for $\tfrac12\int h-M$. Its step `hz` is the vanishing integral of $\tfrac12-s$; the rest splits the integral by linearity, which requires each part to be integrable. `meanSlope_lt_half` then splits the cases $s\le\tfrac12$ and $s\ge\tfrac12$ to get the sign of the integrand.

In `couplingAverage_slope`, `key` is the integrated Kimball bound. The derivative is then unfolded into its little-o form: for every tolerance $c>0$, the remainder must be at most $c\,u$ for small $u\ge0$. It suffices that $u<1$ and $u<c/(|C|+1)$, since then $Cu^2\le c\,u$.

`averaged_cusp_bounds` combines the slope with its two bounds. `averaged_violates_cusp` supposes that $c\,G(0)$ is also a right derivative; uniqueness of one-sided derivatives forces $m=c\,G(0)$, contradicting $m<\tfrac12G(0)$. `half_is_sharp` evaluates the two integrals of the linear profile, and `modelPair_witness` verifies that the model pair function meets all the hypotheses.

## From one positive point to a positive integral

The strict inequality turns on `intervalIntegral.integral_pos`. A nonnegative integrand alone gives only a nonnegative integral. For an interval of positive length, this lemma asks for three things: continuity on the closed interval, nonnegativity there except possibly at the left endpoint, and one point of the closed interval where the integrand is strictly positive. Continuity spreads the positivity at that point over a short interval, which contributes a positive amount.

For the deficit, the chosen point is $s=0$, where the integrand equals $\tfrac12(h(0)-h(\tfrac12))$. This is where strict decrease enters; the sign elsewhere needs only weak decrease. The same lemma proves $M>0$, with the point $s=1$ and the value $h(1)$.
